# A factorial bound on propagator amplitudes at graph distance d

Q: Your model makes locality a matter of exact zeros: the Hamiltonian matrix has no entry between distinct sites that are not bonded. Real hopping has tails. What physics is left?

A: Nearest-neighbour tight binding, or any finite-range model once every pair with a nonzero hopping is declared a bond. The sites form a finite graph \(G\), and distance counts bonds, not ångströms. If tails join every pair of sites, every distance is at most 1 and the bound shows no decay along the lattice.

```lean
import Mathlib

open scoped Nat

namespace HoppingLightCone

noncomputable section

variable {V : Type*} [Fintype V] [DecidableEq V]

/-- The matrix `H` has no hopping amplitude between distinct nonadjacent sites of `G`. -/
def IsHopping (G : SimpleGraph V) (H : Matrix V V ℂ) : Prop :=
  ∀ i j, i ≠ j → ¬ G.Adj i j → H i j = 0
```

Q: That says nothing about the diagonal, or about Hermiticity.

A: On-site energies are free, and \(H\) may be any complex matrix with those zeros. A Hermitian \(H\) is the usual closed system, but the bound doesn't need it. The time evolution is \(U(s)=e^{-isH}\) with \(\hbar=1\), for real \(s\) of either sign:

```lean
/-- The propagator `exp(-i s H)` at time `s`, in units with `ħ = 1`. -/
def propagator (H : Matrix V V ℂ) (s : ℝ) : Matrix V V ℂ :=
  NormedSpace.exp ((-(Complex.I * (s : ℂ))) • H)
```

The entry \(U(s)_{ij}\), in Lean `propagator H s i j`, is the amplitude to go from site \(j\) to site \(i\) in an orthonormal site basis. The standard example is the Hückel matrix \(\alpha 1+\beta A\), with \(A\) the adjacency matrix:

```lean
/-- The Hückel Hamiltonian with on-site energy `α` and resonance integral `β` on the bonds
of `G`. -/
def huckel (G : SimpleGraph V) [DecidableRel G.Adj] (α β : ℂ) : Matrix V V ℂ :=
  α • (1 : Matrix V V ℂ) + β • G.adjMatrix ℂ
```

Q: And what exactly is claimed?

A: Suppose \(\sum_j|H_{ij}|\le J\) for every \(i\). With \(d\) the graph distance between \(i\) and \(j\),

\[
|U(s)_{ij}|\le\frac{(J|s|)^d}{d!}\,e^{J|s|}.
\]

The constant \(J\) is an energy that caps the total coupling at any one site, on-site term included. Every finite matrix has such a \(J\); the bound is informative for large systems when \(J\) does not grow with their size.

Q: Why should distance enter at all? The exponential of a sparse matrix is generally full.

A: Its low powers are not. Write

\[
(H^{n+1})_{ij}=\sum_k H_{ik}(H^n)_{kj}.
\]

If the left side is nonzero, some \(k\) has both factors nonzero. Then \(k=i\) or \(k\) is a neighbour of \(i\), and by induction a walk of at most \(n\) bonds joins \(k\) to \(j\). So a walk of at most \(n+1\) bonds joins \(i\) to \(j\). The induction starts from \(H^0=1\), which only connects a site to itself. Hence \((H^n)_{ij}=0\) for \(n<d\).

```lean
/-- If the `n`-th power of `H` connects two sites, they are joined by a walk of at most
`n` bonds. -/
theorem exists_walk_of_pow_ne_zero {G : SimpleGraph V} {H : Matrix V V ℂ}
    (hH : IsHopping G H) (n : ℕ) :
    ∀ i j, (H ^ n) i j ≠ 0 → ∃ p : G.Walk i j, p.length ≤ n := by
  induction n with
  | zero =>
    intro i j h
    have hij : i = j := by
      by_contra hne
      exact h (by rw [pow_zero, Matrix.one_apply_ne hne])
    subst hij
    exact ⟨SimpleGraph.Walk.nil, by simp⟩
  | succ n ih =>
    intro i j h
    rw [pow_succ', Matrix.mul_apply] at h
    -- some intermediate site `k` contributes
    obtain ⟨k, _, hk⟩ := Finset.exists_ne_zero_of_sum_ne_zero h
    obtain ⟨p, hp⟩ := ih k j (right_ne_zero_of_mul hk)
    by_cases hik : i = k
    · subst hik
      exact ⟨p, by omega⟩
    · have hadj : G.Adj i k := by
        by_contra hn
        exact left_ne_zero_of_mul hk (hH i k hik hn)
      exact ⟨SimpleGraph.Walk.cons hadj p, by
        rw [SimpleGraph.Walk.length_cons]; omega⟩
```

The case split on `i = k` separates an on-site term, which keeps the walk as it is, from a real hop, which adds one bond with `Walk.cons`.

Q: The surviving powers could still be large.

A: The row sums control them. The entries of \(H^0\) are at most 1 in modulus, and if those of \(H^n\) are at most \(J^n\), then

\[
|(H^{n+1})_{ij}|\le\sum_k|H_{ik}|\,J^n\le J^{n+1}.
\]

```lean
/-- If all absolute row sums of `H` are at most `J`, the entries of `H ^ n` are at most
`J ^ n` in modulus. -/
theorem norm_pow_apply_le {H : Matrix V V ℂ} {J : ℝ}
    (hJ : ∀ i, ∑ j, ‖H i j‖ ≤ J) (n : ℕ) : ∀ i j, ‖(H ^ n) i j‖ ≤ J ^ n := by
  induction n with
  | zero =>
    intro i j
    rw [pow_zero, pow_zero, Matrix.one_apply]
    split_ifs <;> simp
  | succ n ih =>
    intro i j
    have hJ0 : 0 ≤ J := (Finset.sum_nonneg fun j _ => norm_nonneg (H i j)).trans (hJ i)
    rw [pow_succ', Matrix.mul_apply]
    calc ‖∑ k, H i k * (H ^ n) k j‖ ≤ ∑ k, ‖H i k‖ * J ^ n := by
          refine norm_sum_le_of_le _ fun k _ => ?_
          rw [norm_mul]
          exact mul_le_mul_of_nonneg_left (ih k j) (norm_nonneg _)
      _ = (∑ k, ‖H i k‖) * J ^ n := by rw [Finset.sum_mul]
      _ ≤ J * J ^ n := mul_le_mul_of_nonneg_right (hJ i) (pow_nonneg hJ0 n)
      _ = J ^ (n + 1) := by ring
```

The `calc` block is this chain, with the triangle inequality first.

Q: Now you expand the exponential entry by entry?

A: Yes:

\[
U(s)_{ij}=\sum_{n\ge0}\frac{(-is)^n}{n!}(H^n)_{ij}.
\]

In Lean, the matrices are given a norm in which the exponential series converges, and the continuous map that reads off one entry carries the sum to the amplitude.

```lean
/-- Each amplitude of the propagator is the sum of its exponential series in powers
of `H`. -/
theorem hasSum_propagator (H : Matrix V V ℂ) (s : ℝ) (i j : V) :
    HasSum (fun n : ℕ => (n ! : ℂ)⁻¹ * ((-(Complex.I * (s : ℂ))) ^ n * (H ^ n) i j))
      (propagator H s i j) := by
  let : NormedRing (Matrix V V ℂ) := Matrix.linftyOpNormedRing
  let : NormedAlgebra ℂ (Matrix V V ℂ) := Matrix.linftyOpNormedAlgebra
  have h := NormedSpace.exp_series_hasSum_exp' (𝕂 := ℂ) ((-(Complex.I * (s : ℂ))) • H)
  have h2 : HasSum
      (fun n : ℕ => ((n ! : ℂ)⁻¹ • ((-(Complex.I * (s : ℂ))) • H) ^ n) i j)
      (propagator H s i j) :=
    h.map (Matrix.entryLinearMap ℂ ℂ i j) (continuous_id.matrix_elem i j)
  simpa only [smul_pow, Matrix.smul_apply, smul_eq_mul] using h2
```

Put \(x=J|s|\). The first \(d\) terms vanish and the others are at most \(x^n/n!\). Since \((n+d)!/(n!\,d!)\) is a positive integer, \(n!\,d!\le(n+d)!\), so

\[
|U(s)_{ij}|\le\sum_{n\ge0}\frac{x^{n+d}}{(n+d)!}\le\frac{x^d}{d!}\sum_{n\ge0}\frac{x^n}{n!}=\frac{x^d}{d!}e^x.
\]

The next lemma does this for any complex series with those two properties. It bounds each partial sum of the shifted series and then passes to the limit with `le_of_tendsto'`.

```lean
/-- A series dominated by the exponential series of `x`, with its first `d` terms zero,
has a sum of modulus at most `x ^ d / d! * exp x`. -/
theorem norm_le_of_exp_tail {f : ℕ → ℂ} {a : ℂ} {x : ℝ} {d : ℕ} (hx : 0 ≤ x)
    (h : HasSum f a) (hz : ∀ n < d, f n = 0) (hb : ∀ n, ‖f n‖ ≤ x ^ n / n !) :
    ‖a‖ ≤ x ^ d / d ! * Real.exp x := by
  have ht : HasSum (fun n => f (n + d)) a := by
    have h1 := (hasSum_nat_add_iff' d).mpr h
    rwa [Finset.sum_eq_zero (fun n hn => hz n (Finset.mem_range.mp hn)), sub_zero] at h1
  -- bound every partial sum of the tail
  refine le_of_tendsto' ht.tendsto_sum_nat.norm fun N => ?_
  calc ‖∑ n ∈ Finset.range N, f (n + d)‖
      ≤ ∑ n ∈ Finset.range N, x ^ d / d ! * (x ^ n / n !) := by
        refine norm_sum_le_of_le _ fun n _ => (hb (n + d)).trans ?_
        have hfac : (n ! : ℝ) * (d ! : ℝ) ≤ ((n + d)! : ℝ) := by
          exact_mod_cast Nat.le_of_dvd (Nat.factorial_pos _)
            (Nat.factorial_mul_factorial_dvd_factorial_add n d)
        calc x ^ (n + d) / ((n + d)! : ℝ) ≤ x ^ (n + d) / ((n ! : ℝ) * (d ! : ℝ)) :=
              div_le_div_of_nonneg_left (pow_nonneg hx _) (by positivity) hfac
          _ = x ^ d / d ! * (x ^ n / n !) := by ring
    _ = x ^ d / d ! * ∑ n ∈ Finset.range N, x ^ n / n ! := by rw [Finset.mul_sum]
    _ ≤ x ^ d / d ! * Real.exp x :=
        mul_le_mul_of_nonneg_left (Real.sum_le_exp_of_nonneg hx N) (by positivity)
```

The main theorem supplies the two properties: the walk lemma gives the zeros, because no walk is shorter than the distance, and the power bound gives the size of each term.

```lean
/-- Light cone: the amplitude to hop between sites at graph distance `d` in time `s` is at
most `(J|s|)^d / d! * exp(J|s|)`, where `J` bounds the absolute row sums of `H`. -/
theorem light_cone {G : SimpleGraph V} {H : Matrix V V ℂ} {J : ℝ} (hH : IsHopping G H)
    (hJ : ∀ i, ∑ j, ‖H i j‖ ≤ J) (s : ℝ) (i j : V) :
    ‖propagator H s i j‖ ≤
      (J * |s|) ^ G.dist i j / (G.dist i j)! * Real.exp (J * |s|) := by
  have hJ0 : 0 ≤ J := (Finset.sum_nonneg fun j _ => norm_nonneg (H i j)).trans (hJ i)
  refine norm_le_of_exp_tail (by positivity) (hasSum_propagator H s i j) ?_ ?_
  · -- fewer than `d` hops cannot reach the target
    intro n hn
    have h0 : (H ^ n) i j = 0 := by
      by_contra hne
      obtain ⟨p, hp⟩ := exists_walk_of_pow_ne_zero hH n i j hne
      have := SimpleGraph.dist_le p
      omega
    rw [h0, mul_zero, mul_zero]
  · intro n
    rw [norm_mul, norm_mul, norm_inv, norm_pow, norm_neg, norm_mul, Complex.norm_I, one_mul,
      Complex.norm_real, Real.norm_eq_abs, Complex.norm_natCast]
    calc (n ! : ℝ)⁻¹ * (|s| ^ n * ‖(H ^ n) i j‖) ≤ (n ! : ℝ)⁻¹ * (|s| ^ n * J ^ n) :=
          mul_le_mul_of_nonneg_left (mul_le_mul_of_nonneg_left
            (norm_pow_apply_le hJ n i j) (by positivity)) (by positivity)
      _ = (J * |s|) ^ n / n ! := by rw [mul_pow]; ring
```

Q: I see no assumption that the graph is connected. What is the distance between two separate molecules?

A: Mathlib's `G.dist` is 0 there, so `light_cone` remains true but says little. The physical answer has its own theorem: with no walk between the sites, every power of \(H\) has a zero entry there, and the amplitude vanishes at all times.

```lean
/-- Between sites not joined by any walk the amplitude is zero at all times. -/
theorem propagator_eq_zero_of_not_reachable {G : SimpleGraph V} {H : Matrix V V ℂ}
    (hH : IsHopping G H) (s : ℝ) {i j : V} (hij : ¬ G.Reachable i j) :
    propagator H s i j = 0 := by
  refine (hasSum_propagator H s i j).unique ?_
  have h0 : ∀ n : ℕ, (H ^ n) i j = 0 := fun n => by
    by_contra hne
    obtain ⟨p, _⟩ := exists_walk_of_pow_ne_zero hH n i j hne
    exact hij ⟨p⟩
  simp only [h0, mul_zero]
  exact hasSum_zero
```

Q: "Light cone" still sounds too strong. In relativity no signal at all gets outside the cone.

A: Here the amplitude outside is small, not generally zero. If \(e^2x\le d\), then \(x\le e^{-2}d\), and \(d^d/d!\le e^d\) because the left side is one term of the series for \(e^d\). Therefore

\[
\frac{x^d}{d!}e^x\le e^{-2d}\,\frac{d^d}{d!}\,e^x\le e^{x-d}.
\]

The edge \(d=e^2J|s|\) is linear in time. Its slope \(e^2J\) comes from the estimate and need not be the speed of the actual wavefront.

```lean
/-- At distances `d ≥ e² J |s|` the amplitude is at most `exp(J|s| - d)`. -/
theorem outside_cone {G : SimpleGraph V} {H : Matrix V V ℂ} {J : ℝ} (hH : IsHopping G H)
    (hJ : ∀ i, ∑ j, ‖H i j‖ ≤ J) (s : ℝ) (i j : V)
    (hd : Real.exp 2 * (J * |s|) ≤ G.dist i j) :
    ‖propagator H s i j‖ ≤ Real.exp (J * |s| - G.dist i j) := by
  have hJ0 : 0 ≤ J := (Finset.sum_nonneg fun j _ => norm_nonneg (H i j)).trans (hJ i)
  have hx : 0 ≤ J * |s| := by positivity
  refine (light_cone hH hJ s i j).trans ?_
  generalize G.dist i j = d at hd ⊢
  generalize J * |s| = x at hd hx ⊢
  have hxd : x ≤ Real.exp (-2) * d := by
    calc x = Real.exp (-2) * (Real.exp 2 * x) := by
          rw [← mul_assoc, ← Real.exp_add]; simp
      _ ≤ Real.exp (-2) * d := mul_le_mul_of_nonneg_left hd (Real.exp_pos _).le
  -- the proof of `key` uses `d ^ d / d! ≤ exp d`
  have key : x ^ d / d ! ≤ Real.exp (-d) := by
    calc x ^ d / d ! ≤ (Real.exp (-2) * d) ^ d / d ! :=
          div_le_div_of_nonneg_right (pow_le_pow_left₀ hx hxd d) (by positivity)
      _ = Real.exp (-2) ^ d * ((d : ℝ) ^ d / d !) := by rw [mul_pow, mul_div_assoc]
      _ ≤ Real.exp (-2) ^ d * Real.exp d :=
          mul_le_mul_of_nonneg_left
            (Real.pow_div_factorial_le_exp _ (Nat.cast_nonneg d) d) (by positivity)
      _ = Real.exp (-d) := by
          rw [← Real.exp_nat_mul, ← Real.exp_add]
          congr 1
          ring
  calc x ^ d / d ! * Real.exp x ≤ Real.exp (-d) * Real.exp x :=
        mul_le_mul_of_nonneg_right key (Real.exp_pos _).le
    _ = Real.exp (x - d) := by rw [← Real.exp_add]; congr 1; ring
```

In the code, `key` is the inequality \(x^d/d!\le e^{-d}\), and the last `calc` restores the factor \(e^x\).

Q: And for Hückel?

A: If no site has more than \(D\) neighbours, each row sum is at most \(|\alpha|+|\beta|D\), which serves as \(J\). The proof writes each entry as an on-site part plus a bond part and counts the neighbours.

```lean
/-- For the Hückel Hamiltonian on a graph whose sites have at most `D` neighbours, the light
cone bound holds with `J = |α| + |β| D`. -/
theorem huckel_light_cone (G : SimpleGraph V) [DecidableRel G.Adj] (α β : ℂ) {D : ℕ}
    (hD : ∀ i, G.degree i ≤ D) (s : ℝ) (i j : V) :
    ‖propagator (huckel G α β) s i j‖ ≤
      ((‖α‖ + ‖β‖ * D) * |s|) ^ G.dist i j / (G.dist i j)! *
        Real.exp ((‖α‖ + ‖β‖ * D) * |s|) := by
  have hent : ∀ k l, huckel G α β k l =
      (if k = l then α else 0) + (if G.Adj k l then β else 0) := fun k l => by
    simp [huckel, Matrix.one_apply, SimpleGraph.adjMatrix_apply]
  refine light_cone (fun k l hkl hn => by rw [hent, if_neg hkl, if_neg hn, add_zero])
    (fun k => ?_) s i j
  have hc : (Finset.univ.filter (fun l => G.Adj k l)).card = G.degree k := by
    rw [← G.card_neighborFinset_eq_degree, G.neighborFinset_eq_filter]
  calc ∑ l, ‖huckel G α β k l‖
      ≤ ∑ l, ((if k = l then ‖α‖ else 0) + (if G.Adj k l then ‖β‖ else 0)) := by
        refine Finset.sum_le_sum fun l _ => ?_
        rw [hent]
        refine (norm_add_le _ _).trans (le_of_eq ?_)
        split_ifs <;> simp
    _ = ‖α‖ + ‖β‖ * G.degree k := by
        rw [Finset.sum_add_distrib, Finset.sum_ite_eq, if_pos (Finset.mem_univ k),
          ← Finset.sum_filter, Finset.sum_const, nsmul_eq_mul, hc, mul_comm]
    _ ≤ ‖α‖ + ‖β‖ * D := by
        have h : (G.degree k : ℝ) ≤ D := by exact_mod_cast hD k
        linarith [mul_le_mul_of_nonneg_left h (norm_nonneg β)]

end

end HoppingLightCone
```

```lean
#print axioms HoppingLightCone.light_cone
#print axioms HoppingLightCone.propagator_eq_zero_of_not_reachable
#print axioms HoppingLightCone.outside_cone
#print axioms HoppingLightCone.huckel_light_cone
```

```
'HoppingLightCone.light_cone' depends on axioms: [propext, Classical.choice, Quot.sound]
'HoppingLightCone.propagator_eq_zero_of_not_reachable' depends on axioms: [propext, Classical.choice, Quot.sound]
'HoppingLightCone.outside_cone' depends on axioms: [propext, Classical.choice, Quot.sound]
'HoppingLightCone.huckel_light_cone' depends on axioms: [propext, Classical.choice, Quot.sound]
```

Q: A uniform real \(\alpha\) only changes the overall phase. Why should it widen the cone?

A: It doesn't widen the physical one. Factor out \(e^{-is\alpha}\), which has modulus 1, and apply the theorem with \(\alpha=0\) for a sharper bound.

Q: Show me numbers.

A: Take a chain of three sites with \(\alpha=0\), \(\beta=1\) and \(s=0.1\). The middle site has two neighbours, so \(J=2\) and \(x=0.2\). Between the ends \(d=2\), and the bound is

\[
\frac{0.2^2}{2}\,e^{0.2}\approx0.0244.
\]

Since \(A^3=2A\), the series sums to \(U(s)_{13}=(\cos(\sqrt2\,s)-1)/2\), of modulus about \(0.0050\). Also \(e^2x\approx1.48\le2\), so the exponential form applies and gives the weaker \(e^{-1.8}\approx0.165\).

Q: Where would I use this?

A: In simulating one particle on a finite lattice with a fixed, non-interacting Hamiltonian, it bounds each propagator entry you discard beyond a chosen distance. Time-dependent Hamiltonians are not treated here. An interacting many-body Hamiltonian on finitely many configurations is also a matrix to which the theorem applies, but the distance is then between configurations, not sites, and \(J\) usually grows with the system.
